# Existence and uniqueness of the chemical potential for finitely many fermion modes

Take one fermion mode of energy $\varepsilon$ at inverse temperature $b>0$. Its mean occupation is $f=1/(e^{b(\varepsilon-\mu)}+1)$. Setting $f=N$ gives $e^{b(\varepsilon-\mu)}=(1-N)/N$. The left side takes each positive value once, so a solution exists exactly when $0<N<1$, and it is $\mu=\varepsilon+b^{-1}\log\frac{N}{1-N}$. For $M$ modes with different energies this one-step inversion does not apply directly, but comparison with degenerate spectra, where the same inversion works, traps the solution in an interval.

The result bears on electronic-structure calculations with Fermi-Dirac occupations, where $\mu$ is adjusted to a given electron number; here the modes are finitely many, non-interacting, and have energies that stay fixed while $\mu$ varies, so self-consistency is not covered.

## Model

The type `ι` labels the modes, a spin-orbital counting as one mode, and `ε : ι → ℝ` gives their energies, which may coincide. The number `b` is $1/k_BT$ in the inverse of the energy unit.

In Lean 4 with Mathlib:

```lean
import Mathlib

open Finset

namespace FermionChemicalPotential

noncomputable section

variable {ι : Type*}
```

`fermi b e μ` is $f(e,\mu)=1/(\exp[b(e-\mu)]+1)$, where $e$ is the energy of the mode.

```lean
/-- Fermi-Dirac occupation of a mode of energy `e` at inverse temperature `b` and
chemical potential `μ`. -/
def fermi (b e μ : ℝ) : ℝ := 1 / (Real.exp (b * (e - μ)) + 1)
```

`fillingShift b M N` is $c=b^{-1}\log\frac{N}{M-N}$. It is used only for $b\neq0$ and $0<N<M$, where the expression has its ordinary meaning.

```lean
/-- The shift `log (N / (M - N)) / b` of the chemical potential relative to a level,
for `N` particles in `M` modes. -/
def fillingShift (b M N : ℝ) : ℝ := Real.log (N / (M - N)) / b
```

A many-particle configuration is the set $S$ of occupied modes, with weight $w(S)=e^{-b(E_S-\mu|S|)}$ and $E_S=\sum_{k\in S}\varepsilon_k$. The exclusion principle and the additive energy are put in by this definition; Fock-space operators and traces do not appear.

```lean
/-- Grand-canonical weight `exp (-b (E_S - μ |S|))` of the configuration in which exactly
the modes in `S` are occupied. -/
def weight (b : ℝ) (ε : ι → ℝ) (μ : ℝ) (S : Finset ι) : ℝ :=
  Real.exp (-(b * (∑ k ∈ S, ε k - μ * (S.card : ℝ))))
```

## (a) Range of the occupation

*Task.* Show $0<f<1$ for all real $b,e,\mu$.

*Solution.* With $E=\exp[b(e-\mu)]>0$ the denominator satisfies $E+1>1$, so $0<1/(E+1)<1$.

```lean
/-- The Fermi-Dirac occupation lies strictly between 0 and 1. -/
theorem fermi_mem_Ioo (b e μ : ℝ) : 0 < fermi b e μ ∧ fermi b e μ < 1 := by
  have h := Real.exp_pos (b * (e - μ))
  unfold fermi
  refine ⟨by positivity, ?_⟩
  rw [div_lt_one (by positivity)]
  linarith
```

## (b) Derivative in the chemical potential

*Task.* Show $\partial f/\partial\mu=b f(1-f)$.

*Solution.* The exponent has derivative $-b$, so $\partial(E+1)/\partial\mu=-bE$, and the quotient rule gives $\partial f/\partial\mu=bE/(E+1)^2$. Since $1-f=E/(E+1)$, this is $bf(1-f)$. In the proof `h1`, `h2` and `h3` are the three differentiations and `key` is the final algebra.

```lean
/-- The derivative of the occupation `f` with respect to the chemical potential
is `b f (1 - f)`. -/
theorem fermi_hasDerivAt (b e μ : ℝ) :
    HasDerivAt (fermi b e) (b * (fermi b e μ * (1 - fermi b e μ))) μ := by
  have h1 : HasDerivAt (fun m => b * (e - m)) (b * (-1)) μ :=
    ((hasDerivAt_id' μ).const_sub e).const_mul b
  have h2 : HasDerivAt (fun m => Real.exp (b * (e - m)) + 1)
      (Real.exp (b * (e - μ)) * (b * (-1))) μ := h1.exp.add_const 1
  have hne : Real.exp (b * (e - μ)) + 1 ≠ 0 := by positivity
  have h3 : HasDerivAt (fun m => 1 / (Real.exp (b * (e - m)) + 1))
      ((0 * (Real.exp (b * (e - μ)) + 1) - 1 * (Real.exp (b * (e - μ)) * (b * (-1))))
        / (Real.exp (b * (e - μ)) + 1) ^ 2) μ :=
    (hasDerivAt_const μ (1 : ℝ)).fun_div h2 hne
  have key : ∀ E : ℝ, E + 1 ≠ 0 →
      (0 * (E + 1) - 1 * (E * (b * (-1)))) / (E + 1) ^ 2
        = b * (1 / (E + 1) * (1 - 1 / (E + 1))) := by
    intro E hE
    field_simp
    ring
  exact h3.congr_deriv (key _ hne)
```

## (c) Dependence on the energy

*Task.* For $b\ge0$ and $e\le e'$ show $f(e',\mu)\le f(e,\mu)$.

*Solution.* From $b(e-\mu)\le b(e'-\mu)$ the exponentials are ordered in the same way (`h1`), and taking reciprocals of the positive denominators reverses the order.

```lean
/-- For `b ≥ 0` a mode of higher energy is not more occupied than one of lower energy. -/
theorem fermi_le_of_energy_le {b e e' : ℝ} (hb : 0 ≤ b) (h : e ≤ e') (μ : ℝ) :
    fermi b e' μ ≤ fermi b e μ := by
  have h1 : Real.exp (b * (e - μ)) ≤ Real.exp (b * (e' - μ)) :=
    Real.exp_le_exp.mpr (mul_le_mul_of_nonneg_left (sub_le_sub_right h μ) hb)
  unfold fermi
  exact one_div_le_one_div_of_le (by positivity) (by linarith)
```

## (d) Filling a level to a given fraction

*Task.* For $b\neq0$ and real numbers $0<N<M$ show $f(e,e+c)=N/M$.

*Solution.* The exponent is $b(e-(e+c))=-\log\frac{N}{M-N}$ (`harg`), so $E=(M-N)/N$. Then $E+1=M/N$ (`hden`) and $f=N/M$. The case $M=1$ is the formula at the top.

```lean
/-- For `0 < N < M`, a mode of energy `e` has occupation `N / M` at the chemical potential
`e + log (N / (M - N)) / b`. -/
theorem fermi_fillingShift {b M N : ℝ} (hb : b ≠ 0) (e : ℝ) (h0 : 0 < N) (hM : N < M) :
    fermi b e (e + fillingShift b M N) = N / M := by
  have hpos : 0 < N / (M - N) := div_pos h0 (sub_pos.mpr hM)
  have hN : N ≠ 0 := h0.ne'
  have harg : ∀ L : ℝ, b * (e - (e + L / b)) = -L := by
    intro L
    have h : b * (L / b) = L := by field_simp
    linear_combination (-1) * h
  have hden : (N / (M - N))⁻¹ + 1 = M / N := by
    rw [inv_div]
    field_simp
    ring
  unfold fermi fillingShift
  rw [harg, Real.exp_neg, Real.exp_log hpos, hden, one_div_div]
```

## (e) Sums over configurations

*Task.* For $x_k>0$ and a finite set $s$ of modes, let $Z_s=\sum_{S\subseteq s}\prod_{k\in S}x_k$ and $A_s=\sum_{S\subseteq s}|S|\prod_{k\in S}x_k$. Show $Z_s=P_s$ and $A_s=P_s\sigma_s$, where $P_s=\prod_{k\in s}(1+x_k)$ and $\sigma_s=\sum_{k\in s}x_k/(1+x_k)$.

*Solution.* Use induction on $s$. For $s=\emptyset$, $Z=P=1$ and $A=\sigma=0$. Add a mode $a\notin s$. Configurations without $a$ contribute $Z_s$ and $A_s$. Those with $a$ carry one more factor $x_a$ and one more particle, and contribute $x_aZ_s$ (`e1`) and $x_a(A_s+Z_s)$ (`e2`). Hence $Z_{s\cup\{a\}}=(1+x_a)P_s$ and
$$A_{s\cup\{a\}}=(1+x_a)P_s\sigma_s+x_aP_s=(1+x_a)P_s\Big[\sigma_s+\frac{x_a}{1+x_a}\Big].$$
The split into the two kinds of configuration is `Finset.sum_powerset_insert`.

```lean
/-- With positive single-mode factors `x k`, the sum over configurations `S ⊆ s` of
`∏_{k ∈ S} x k` is `∏ (1 + x k)`, and the same sum weighted by `|S|` is
`∏ (1 + x k)` times `∑ x k / (1 + x k)`. -/
theorem configuration_sums (x : ι → ℝ) (hx : ∀ k, 0 < x k) (s : Finset ι) :
    (∑ S ∈ s.powerset, ∏ k ∈ S, x k = ∏ k ∈ s, (1 + x k)) ∧
    (∑ S ∈ s.powerset, (S.card : ℝ) * ∏ k ∈ S, x k
      = (∏ k ∈ s, (1 + x k)) * ∑ k ∈ s, x k / (1 + x k)) := by
  classical
  induction s using Finset.induction_on with
  | empty => simp
  | insert a s ha ih =>
    obtain ⟨ih1, ih2⟩ := ih
    have hnot : ∀ t ∈ s.powerset, a ∉ t := fun t ht h => ha (Finset.mem_powerset.mp ht h)
    -- configurations in which the new mode is occupied carry one more factor and particle
    have e1 : ∑ t ∈ s.powerset, ∏ k ∈ insert a t, x k
        = x a * ∑ t ∈ s.powerset, ∏ k ∈ t, x k := by
      rw [Finset.mul_sum]
      exact Finset.sum_congr rfl fun t ht => Finset.prod_insert (hnot t ht)
    have e2 : ∑ t ∈ s.powerset, ((insert a t).card : ℝ) * ∏ k ∈ insert a t, x k
        = x a * (∑ t ∈ s.powerset, (t.card : ℝ) * ∏ k ∈ t, x k
          + ∑ t ∈ s.powerset, ∏ k ∈ t, x k) := by
      rw [← Finset.sum_add_distrib, Finset.mul_sum]
      refine Finset.sum_congr rfl fun t ht => ?_
      rw [Finset.prod_insert (hnot t ht), Finset.card_insert_of_notMem (hnot t ht)]
      push_cast
      ring
    constructor
    · rw [Finset.sum_powerset_insert ha, e1, ih1, Finset.prod_insert ha]
      ring
    · rw [Finset.sum_powerset_insert ha, e2, ih1, ih2, Finset.prod_insert ha,
        Finset.sum_insert ha]
      have hne : 1 + x a ≠ 0 := by
        have := hx a
        positivity
      have h : (1 + x a) * (x a / (1 + x a)) = x a := by field_simp
      linear_combination (-(∏ k ∈ s, (1 + x k))) * h
```

## (f) The ensemble average

The set of modes is now finite, with $M$ equal to `Fintype.card ι`. `meanNumber b ε μ` is $N(\mu)=\sum_k f(\varepsilon_k,\mu)$.

```lean
variable [Fintype ι]

/-- Mean particle number: the sum of the Fermi-Dirac occupations of all modes. -/
def meanNumber (b : ℝ) (ε : ι → ℝ) (μ : ℝ) : ℝ := ∑ k, fermi b (ε k) μ
```

`grandPartition` is $\Xi=\sum_S w(S)$, summed over all $2^M$ configurations.

```lean
/-- Grand partition function: the sum of the weights of all configurations. -/
def grandPartition (b : ℝ) (ε : ι → ℝ) (μ : ℝ) : ℝ := ∑ S : Finset ι, weight b ε μ S
```

`ensembleNumber` is $\langle|S|\rangle=\Xi^{-1}\sum_S|S|\,w(S)$.

```lean
/-- Grand-canonical average of the number of occupied modes. -/
def ensembleNumber (b : ℝ) (ε : ι → ℝ) (μ : ℝ) : ℝ :=
  (∑ S : Finset ι, (S.card : ℝ) * weight b ε μ S) / grandPartition b ε μ
```

*Task.* For all real $b,\mu$ show $\Xi=\prod_k(1+e^{-b(\varepsilon_k-\mu)})$ and $\langle|S|\rangle=N(\mu)$.

*Solution.* Put $x_k=e^{-b(\varepsilon_k-\mu)}$. Because $E_S-\mu|S|=\sum_{k\in S}(\varepsilon_k-\mu)$, the weight is $w(S)=\prod_{k\in S}x_k$ (`hw`). Part (e) with $s$ the set of all modes gives $\Xi=P$ (`hZ`) and the numerator $P\sigma$. Dividing by $P>0$ leaves $\sigma$, and $x_k/(1+x_k)=1/(x_k^{-1}+1)=f(\varepsilon_k,\mu)$ (`hf`). The statements on `meanNumber` below therefore concern the grand-canonical average particle number.

```lean
/-- The grand partition function is `∏ (1 + exp (-b (ε k - μ)))`, and the grand-canonical
average particle number equals the sum of the Fermi-Dirac occupations. -/
theorem ensembleNumber_eq_meanNumber (b : ℝ) (ε : ι → ℝ) (μ : ℝ) :
    grandPartition b ε μ = ∏ k, (1 + Real.exp (-(b * (ε k - μ)))) ∧
    ensembleNumber b ε μ = meanNumber b ε μ := by
  obtain ⟨x, hx⟩ : ∃ x : ι → ℝ, ∀ k, x k = Real.exp (-(b * (ε k - μ))) :=
    ⟨fun k => Real.exp (-(b * (ε k - μ))), fun _ => rfl⟩
  have hxp : ∀ k, 0 < x k := fun k => by
    rw [hx]
    exact Real.exp_pos _
  -- without interaction the weight factorises over the occupied modes
  have hw : ∀ S, weight b ε μ S = ∏ k ∈ S, x k := by
    intro S
    simp only [hx]
    unfold weight
    rw [← Real.exp_sum]
    congr 1
    rw [Finset.sum_neg_distrib, ← Finset.mul_sum, Finset.sum_sub_distrib, Finset.sum_const,
      nsmul_eq_mul]
    ring
  have key : ∀ E : ℝ, 0 < E → E⁻¹ / (1 + E⁻¹) = 1 / (E + 1) := by
    intro E hE
    have h : E⁻¹ * E = 1 := inv_mul_cancel₀ hE.ne'
    have d1 : 1 + E⁻¹ ≠ 0 := by positivity
    have d2 : E + 1 ≠ 0 := by positivity
    rw [div_eq_div_iff d1 d2]
    linear_combination h
  have hf : ∀ k, x k / (1 + x k) = fermi b (ε k) μ := by
    intro k
    unfold fermi
    rw [hx, Real.exp_neg]
    exact key _ (Real.exp_pos _)
  obtain ⟨h1, h2⟩ := configuration_sums x hxp Finset.univ
  rw [Finset.powerset_univ] at h1 h2
  have hZ : grandPartition b ε μ = ∏ k, (1 + x k) := by
    unfold grandPartition
    simp only [hw]
    exact h1
  have hpos : 0 < ∏ k, (1 + x k) :=
    Finset.prod_pos fun k _ => add_pos one_pos (hxp k)
  constructor
  · rw [hZ]
    simp only [hx]
  · unfold ensembleNumber meanNumber
    rw [hZ]
    simp only [hw]
    rw [h2, mul_div_cancel_left₀ _ hpos.ne']
    exact Finset.sum_congr rfl fun k _ => hf k
```

## (g) Derivative of the mean number

*Task.* Show $dN/d\mu=b\sum_k f_k(1-f_k)$ with $f_k=f(\varepsilon_k,\mu)$.

*Solution.* Differentiate the finite sum term by term with (b) and take out the factor $b$. That $\sum_k f_k(1-f_k)$ is the variance of $|S|$ is a standard reading which is not proved here.

```lean
/-- The derivative of the mean number with respect to the chemical potential is
`b ∑ f_k (1 - f_k)`. -/
theorem meanNumber_hasDerivAt (b : ℝ) (ε : ι → ℝ) (μ : ℝ) :
    HasDerivAt (meanNumber b ε)
      (b * ∑ k, fermi b (ε k) μ * (1 - fermi b (ε k) μ)) μ := by
  have h : HasDerivAt (fun m => ∑ k, fermi b (ε k) m)
      (∑ k, b * (fermi b (ε k) μ * (1 - fermi b (ε k) μ))) μ :=
    HasDerivAt.fun_sum (fun k _ => fermi_hasDerivAt b (ε k) μ)
  rw [Finset.mul_sum]
  exact h
```

## (h) Strict monotonicity

*Task.* For $M\ge1$ (`[Nonempty ι]`) and $b>0$ show that $N(\mu)$ is strictly increasing.

*Solution.* By (a) each $f_k(1-f_k)$ is positive, and the sum has at least one term, so $dN/d\mu>0$ for all $\mu$. A function on the real line with positive derivative everywhere is strictly increasing, which is `strictMono_of_deriv_pos`.

```lean
/-- For at least one mode and `b > 0` the mean number is strictly increasing in the
chemical potential. -/
theorem meanNumber_strictMono [Nonempty ι] {b : ℝ} (hb : 0 < b) (ε : ι → ℝ) :
    StrictMono (meanNumber b ε) := by
  refine strictMono_of_deriv_pos fun μ => ?_
  rw [(meanNumber_hasDerivAt b ε μ).deriv]
  refine mul_pos hb (Finset.sum_pos (fun k _ => ?_) Finset.univ_nonempty)
  have h := fermi_mem_Ioo b (ε k) μ
  exact mul_pos h.1 (sub_pos.mpr h.2)
```

## (i) Range of the mean number

*Task.* For $M\ge1$ and any real $b$ show $0<N(\mu)<M$.

*Solution.* Add the $M$ inequalities $0<f_k<1$ from (a); they stay strict because there is at least one.

```lean
/-- For at least one mode the mean number lies strictly between 0 and the number of modes. -/
theorem meanNumber_mem_Ioo [Nonempty ι] (b : ℝ) (ε : ι → ℝ) (μ : ℝ) :
    0 < meanNumber b ε μ ∧ meanNumber b ε μ < (Fintype.card ι : ℝ) := by
  unfold meanNumber
  constructor
  · exact Finset.sum_pos (fun k _ => (fermi_mem_Ioo b (ε k) μ).1) Finset.univ_nonempty
  · calc ∑ k, fermi b (ε k) μ < ∑ _k : ι, (1 : ℝ) :=
          Finset.sum_lt_sum_of_nonempty Finset.univ_nonempty
            (fun k _ => (fermi_mem_Ioo b (ε k) μ).2)
      _ = (Fintype.card ι : ℝ) := by simp
```

## (j) A bracket for the solution

*Task.* Let $b>0$, $\mathrm{lo}\le\varepsilon_k\le\mathrm{hi}$ for all $k$, and $0<N<M$. Show $N(\mathrm{lo}+c)\le N\le N(\mathrm{hi}+c)$.

*Solution.* By (c) and (d), $f(\varepsilon_k,\mathrm{lo}+c)\le f(\mathrm{lo},\mathrm{lo}+c)=N/M$ and $f(\varepsilon_k,\mathrm{hi}+c)\ge f(\mathrm{hi},\mathrm{hi}+c)=N/M$. Summing over $k$ gives `h1` and `h2`, and $M\cdot N/M=N$ is `hsum`.

```lean
/-- If all energies lie in `[lo, hi]` and `0 < N < M`, the mean number is at most `N` at
`μ = lo + c` and at least `N` at `μ = hi + c`, where `c = log (N / (M - N)) / b`. -/
theorem meanNumber_bracket {b lo hi N : ℝ} (hb : 0 < b) (ε : ι → ℝ)
    (hlo : ∀ k, lo ≤ ε k) (hhi : ∀ k, ε k ≤ hi)
    (h0 : 0 < N) (hM : N < (Fintype.card ι : ℝ)) :
    meanNumber b ε (lo + fillingShift b (Fintype.card ι) N) ≤ N ∧
    N ≤ meanNumber b ε (hi + fillingShift b (Fintype.card ι) N) := by
  have hc : (Fintype.card ι : ℝ) ≠ 0 := (h0.trans hM).ne'
  have hsum : ∑ _k : ι, N / (Fintype.card ι : ℝ) = N := by
    rw [Finset.sum_const, Finset.card_univ, nsmul_eq_mul]
    field_simp
  -- compare with the degenerate spectra sitting at `lo` and at `hi`
  have h1 : ∑ k, fermi b (ε k) (lo + fillingShift b (Fintype.card ι) N)
      ≤ ∑ _k : ι, N / (Fintype.card ι : ℝ) :=
    Finset.sum_le_sum fun k _ =>
      (fermi_le_of_energy_le hb.le (hlo k) _).trans_eq (fermi_fillingShift hb.ne' lo h0 hM)
  have h2 : ∑ _k : ι, N / (Fintype.card ι : ℝ)
      ≤ ∑ k, fermi b (ε k) (hi + fillingShift b (Fintype.card ι) N) :=
    Finset.sum_le_sum fun k _ =>
      (fermi_fillingShift hb.ne' hi h0 hM).symm.trans_le
        (fermi_le_of_energy_le hb.le (hhi k) _)
  exact ⟨h1.trans_eq hsum, hsum.symm.trans_le h2⟩
```

## (k) Existence and uniqueness

*Task.* For $M\ge1$, $b>0$ and arbitrary real energies, show that $\mu\mapsto N(\mu)$ is continuous and strictly increasing, and that a real number $N$ equals $N(\mu)$ for exactly one $\mu$ if and only if $0<N<M$. In the statement `∃! μ : ℝ, meanNumber b ε μ = N` says "for exactly one $\mu$", and `N : ℝ` need not be an integer, since it is an average.

*Solution.* Differentiability (g) gives continuity (`hc`), and (h) gives monotonicity (`hm`). If $N=N(\mu)$ for some $\mu$, then (i) gives $0<N<M$. Conversely, let $0<N<M$. A finite non-empty spectrum has a lowest and a highest energy (`Finite.exists_min`, `Finite.exists_max`); take them as lo and hi in (j). Then $N$ lies between two values of a continuous function on the real line, so the intermediate value theorem, `intermediate_value_univ`, supplies a $\mu$. A strictly increasing function is injective (`hm.injective`), so there is no second one.

Both hypotheses are needed for strict increase; the equivalence is less demanding. At $b=0$ every occupation is $1/2$ and $N(\mu)=M/2$ for all $\mu$, so for $M\ge1$ both strict increase and the equivalence fail. For $b<0$ the occupation equals $1-f$ at inverse temperature $-b$, so $N(\mu)$ is strictly decreasing and the equivalence remains true; this case is not formalised here. With no modes $N(\mu)=0$ is constant, so strict increase fails, while both sides of the equivalence are false for every $N$. For $M\ge1$ the completely empty and completely filled cases $N=0$ and $N=M$ are reached by no real $\mu$. The zero-temperature step function and infinite spectra are not treated.

```lean
/-- For `M ≥ 1` fermion modes and `b > 0`, the mean number is continuous and strictly
increasing in `μ`, and a real `N` is attained by exactly one `μ` if and only if `0 < N < M`. -/
theorem existsUnique_chemicalPotential [Nonempty ι] {b : ℝ} (hb : 0 < b) (ε : ι → ℝ) :
    Continuous (meanNumber b ε) ∧ StrictMono (meanNumber b ε) ∧
    ∀ N : ℝ, (∃! μ : ℝ, meanNumber b ε μ = N) ↔ (0 < N ∧ N < (Fintype.card ι : ℝ)) := by
  have hc : Continuous (meanNumber b ε) :=
    continuous_iff_continuousAt.mpr fun μ => (meanNumber_hasDerivAt b ε μ).continuousAt
  have hm := meanNumber_strictMono hb ε
  refine ⟨hc, hm, fun N => ⟨?_, ?_⟩⟩
  · rintro ⟨μ, hμ, -⟩
    have h : meanNumber b ε μ = N := hμ
    rw [← h]
    exact meanNumber_mem_Ioo b ε μ
  · rintro ⟨h0, hM⟩
    obtain ⟨k₀, hk₀⟩ := Finite.exists_min ε
    obtain ⟨k₁, hk₁⟩ := Finite.exists_max ε
    have hbr := meanNumber_bracket hb ε hk₀ hk₁ h0 hM
    -- existence from the intermediate value theorem, uniqueness from monotonicity
    have hr : N ∈ Set.range (meanNumber b ε) :=
      intermediate_value_univ _ _ hc (Set.mem_Icc.mpr hbr)
    obtain ⟨μ, hμ⟩ := hr
    refine ⟨μ, hμ, fun ν hν => ?_⟩
    have hν' : meanNumber b ε ν = N := hν
    exact hm.injective (hν'.trans hμ.symm)
```

## (l) Location of the chemical potential

*Task.* For $M\ge1$, $b>0$, $\mathrm{lo}\le\varepsilon_k\le\mathrm{hi}$ and $N(\mu)=N$, show $\mathrm{lo}+c\le\mu\le\mathrm{hi}+c$.

*Solution.* Part (i) gives $0<N<M$ (`hI`), so this need not be assumed and (j) applies: $N(\mathrm{lo}+c)\le N(\mu)\le N(\mathrm{hi}+c)$. For a strictly increasing function, an inequality between values is equivalent to the same inequality between arguments (`hm.le_iff_le`). At half filling $N=M/2$ the shift vanishes and $\mu$ lies between the lowest and highest level; for a fully degenerate spectrum at energy $e$ the interval shrinks to the point $e+c$.

```lean
/-- If all energies lie in `[lo, hi]` and the mean number at `μ` is `N`, then
`lo + c ≤ μ ≤ hi + c` with `c = log (N / (M - N)) / b`. -/
theorem chemicalPotential_bounds [Nonempty ι] {b lo hi N μ : ℝ} (hb : 0 < b) (ε : ι → ℝ)
    (hlo : ∀ k, lo ≤ ε k) (hhi : ∀ k, ε k ≤ hi) (h : meanNumber b ε μ = N) :
    lo + fillingShift b (Fintype.card ι) N ≤ μ ∧
    μ ≤ hi + fillingShift b (Fintype.card ι) N := by
  have hI := meanNumber_mem_Ioo b ε μ
  rw [h] at hI
  have hm := meanNumber_strictMono hb ε
  have hbr := meanNumber_bracket hb ε hlo hhi hI.1 hI.2
  exact ⟨hm.le_iff_le.mp (hbr.1.trans_eq h.symm), hm.le_iff_le.mp (h.trans_le hbr.2)⟩

end

end FermionChemicalPotential
```

```lean
#print axioms FermionChemicalPotential.ensembleNumber_eq_meanNumber
-- 'FermionChemicalPotential.ensembleNumber_eq_meanNumber' depends on axioms: [propext, Classical.choice, Quot.sound]
#print axioms FermionChemicalPotential.existsUnique_chemicalPotential
-- 'FermionChemicalPotential.existsUnique_chemicalPotential' depends on axioms: [propext, Classical.choice, Quot.sound]
#print axioms FermionChemicalPotential.chemicalPotential_bounds
-- 'FermionChemicalPotential.chemicalPotential_bounds' depends on axioms: [propext, Classical.choice, Quot.sound]
```
